# A continuous periodic function whose Fourier partial sums are unbounded at a chosen point

Suppose you assume that a continuous periodic function is recovered at every point by raising a sharp plane-wave cutoff. For some functions this is false: at a given point the truncated values are unbounded as the cutoff is raised, so they have no limit. The problems below prove that such functions exist, for complex-valued functions of one real variable with period 2π.

For plane-wave electronic structure this means, in one dimension and with exact coefficients, that continuity alone does not guarantee pointwise convergence in the cutoff. It does not show that orbitals or densities behave this way, since those are often smoother than merely continuous. The periodic part of an orbital computed in a finite plane-wave basis is itself a finite sum of plane waves, which a large enough cutoff reproduces exactly.

```lean
import Mathlib

open scoped Real Topology
open Finset Filter

namespace DivergentFourierSeries

noncomputable section
```

Write `wave n x` for eⁱⁿˣ, with integer n and no normalising prefactor.

```lean
/-- The plane wave `e^{inx}` with integer wave number `n`. -/
def wave (n : ℤ) (x : ℝ) : ℂ := Complex.exp (n * x * Complex.I)
```

The coefficient cₙ(f), `coeff f n`, carries the factor 1/2π.

```lean
/-- The plane-wave coefficient `(1/2π) ∫₀^{2π} f(x) e^{-inx} dx`. -/
def coeff (f : ℝ → ℂ) (n : ℤ) : ℂ :=
  1 / (2 * (π : ℂ)) * ∫ x in (0 : ℝ)..2 * π, f x * wave (-n) x
```

The partial sum S_N f(x), `partialSum f N x`, adds cₙ(f) eⁱⁿˣ over |n| ≤ N.

```lean
/-- The sharp truncation of the Fourier series of `f` to wave numbers `|n| ≤ N`. -/
def partialSum (f : ℝ → ℂ) (N : ℕ) (x : ℝ) : ℂ :=
  ∑ n ∈ Icc (-(N : ℤ)) N, coeff f n * wave n x
```

## (a) Products of plane waves

Show that wave numbers add:

e^{i(m+n)x} = e^{imx} e^{inx}

**Solution.** Add the exponents of the product.

```lean
/-- Wave numbers add when plane waves are multiplied. -/
theorem wave_add (m n : ℤ) (x : ℝ) : wave (m + n) x = wave m x * wave n x := by
  unfold wave
  rw [← Complex.exp_add]
  congr 1
  push_cast
  ring
```

## (b) Modulus of a plane wave

Show that, for real x,

|e^{inx}| = 1

**Solution.** The exponent is i times the real number nx, so the squared modulus is cos²(nx) + sin²(nx) = 1.

```lean
/-- A plane wave has modulus one. -/
theorem norm_wave (n : ℤ) (x : ℝ) : ‖wave n x‖ = 1 := by
  have h := Complex.norm_exp_ofReal_mul_I ((n : ℝ) * x)
  unfold wave
  push_cast at h
  exact h
```

## (c) Coefficients of a plane wave

Show that

cₙ(e^{imx}) = 1 if m = n, and 0 otherwise.

**Solution.** By (a) the integrand is e^{i(m−n)x}. If m = n, the integral is 2π, which the prefactor cancels. If m ≠ n, it is

(e^{2πi(m−n)} − 1) / (i(m−n)) = 0.

```lean
/-- Plane waves are orthonormal: `e^{imx}` has coefficient one at `n = m`, zero elsewhere. -/
theorem coeff_wave (m n : ℤ) : coeff (wave m) n = if m = n then 1 else 0 := by
  have h : ∀ x : ℝ, wave m x * wave (-n) x
      = Complex.exp (((m - n : ℤ) : ℂ) * Complex.I * x) := by
    intro x
    rw [← wave_add]
    unfold wave
    congr 1
    push_cast
    ring
  unfold coeff
  simp_rw [h]
  split_ifs with hmn
  · subst hmn
    have h1 : ∫ x in (0 : ℝ)..2 * π, Complex.exp (((m - m : ℤ) : ℂ) * Complex.I * x)
        = 2 * (π : ℂ) := by simp
    rw [h1]
    exact one_div_mul_cancel
      (mul_ne_zero two_ne_zero (Complex.ofReal_ne_zero.2 Real.pi_ne_zero))
  · have hc : ((m - n : ℤ) : ℂ) * Complex.I ≠ 0 :=
      mul_ne_zero (Int.cast_ne_zero.2 (sub_ne_zero.2 hmn)) Complex.I_ne_zero
    have e : Complex.exp (((m - n : ℤ) : ℂ) * Complex.I * ((2 * π : ℝ) : ℂ)) = 1 := by
      rw [← Complex.exp_int_mul_two_pi_mul_I (m - n)]
      congr 1
      push_cast
      ring
    rw [integral_exp_mul_complex hc, e]
    simp
```

## (d) From the circle to the line

`AddCircle (2 * π)` is the real line modulo 2π. Its continuous complex functions form a Banach space under the norm ‖g‖ = max |g|.

```lean
/-- The circle of circumference `2π` has positive length. -/
instance circleLength : Fact (0 < 2 * π) := ⟨Real.two_pi_pos⟩
```

Show that a continuous g on the circle gives a continuous function on the line:

x ↦ g(x mod 2π)

**Solution.** It is the composition of g with the continuous projection to the circle.

```lean
/-- A continuous function on the circle is continuous in the real coordinate. -/
theorem continuous_lift (g : C(AddCircle (2 * π), ℂ)) :
    Continuous fun x : ℝ => g (x : AddCircle (2 * π)) :=
  g.continuous.comp (AddCircle.continuous_mk' (2 * π))
```

## (e) Truncation as a functional

Each coefficient is linear in g and bounded, since |cₙ(g)| ≤ (1/2π) · 2π · ‖g‖ = ‖g‖.

```lean
/-- The plane-wave coefficient as a bounded linear functional. -/
def coeffCLM (n : ℤ) : C(AddCircle (2 * π), ℂ) →L[ℂ] ℂ :=
  have hi : ∀ g : C(AddCircle (2 * π), ℂ), IntervalIntegrable
      (fun x : ℝ => g (x : AddCircle (2 * π)) * wave (-n) x)
      MeasureTheory.volume 0 (2 * π) := fun g =>
    ((continuous_lift g).mul (by unfold wave; fun_prop)).intervalIntegrable _ _
  LinearMap.mkContinuous
    { toFun := fun g => coeff (fun x : ℝ => g (x : AddCircle (2 * π))) n
      map_add' := fun f g => by
        simp only [coeff, ContinuousMap.add_apply, add_mul]
        rw [intervalIntegral.integral_add (hi f) (hi g), mul_add]
      map_smul' := fun c g => by
        simp only [coeff, ContinuousMap.smul_apply, smul_eq_mul, mul_assoc, RingHom.id_apply]
        rw [intervalIntegral.integral_const_mul]
        ring }
    (‖1 / (2 * (π : ℂ))‖ * |2 * π - 0|) fun g => by
      change ‖1 / (2 * (π : ℂ)) * ∫ x in (0 : ℝ)..2 * π,
        g (x : AddCircle (2 * π)) * wave (-n) x‖ ≤ _
      rw [norm_mul, mul_assoc, mul_comm |2 * π - 0|]
      refine mul_le_mul_of_nonneg_left ?_ (norm_nonneg _)
      refine intervalIntegral.norm_integral_le_of_norm_le_const fun x _ => ?_
      rw [norm_mul, norm_wave, mul_one]
      exact g.norm_coe_le_norm _
```

Let T_N, `truncCLM N x₀`, be the sum of e^{inx₀} cₙ over |n| ≤ N.

```lean
/-- Sharp truncation followed by evaluation at `x₀`, as a bounded linear functional. -/
def truncCLM (N : ℕ) (x₀ : ℝ) : C(AddCircle (2 * π), ℂ) →L[ℂ] ℂ :=
  ∑ n ∈ Icc (-(N : ℤ)) N, wave n x₀ • coeffCLM n
```

Show that

T_N g = S_N g(x₀)

**Solution.** Apply the sum to g term by term and exchange the two factors.

```lean
/-- The truncation functional returns the Fourier partial sum at `x₀`. -/
theorem truncCLM_apply (N : ℕ) (x₀ : ℝ) (g : C(AddCircle (2 * π), ℂ)) :
    truncCLM N x₀ g = partialSum (fun x : ℝ => g (x : AddCircle (2 * π))) N x₀ := by
  unfold truncCLM partialSum
  rw [_root_.sum_apply]
  refine sum_congr rfl fun n _ => ?_
  change wave n x₀ * coeff (fun x : ℝ => g (x : AddCircle (2 * π))) n = _
  ring
```

## (f) Mathlib's Fourier monomials

Let `mode x₀ m` be the plane wave e^{im(x−x₀)}, whose phase is zero at x₀, built from Mathlib's `fourier m`.

```lean
/-- The plane wave `e^{im(x - x₀)}` as a function on the circle. -/
def mode (x₀ : ℝ) (m : ℤ) : C(AddCircle (2 * π), ℂ) := wave (-m) x₀ • fourier m
```

Show that the monomial on this circle is the plane wave used here:

exp(2πi m x / 2π) = e^{imx}

**Solution.** Cancel 2π.

```lean
/-- Mathlib's Fourier monomials on the circle of length `2π` are the plane waves. -/
theorem fourier_eq_wave (m : ℤ) (x : ℝ) :
    fourier m (x : AddCircle (2 * π)) = wave m x := by
  rw [fourier_coe_apply]
  unfold wave
  congr 1
  push_cast
  rw [div_eq_iff (mul_ne_zero two_ne_zero (Complex.ofReal_ne_zero.2 Real.pi_ne_zero))]
  ring
```

## (g) What the cutoff keeps

Show that

T_N e^{im(x−x₀)} = 1 if |m| ≤ N, and 0 otherwise.

**Solution.** By (c) the only nonzero coefficient is e^{−imx₀}, at n = m. If |m| ≤ N, it is multiplied by e^{imx₀}, giving 1. Otherwise the sum omits it.

```lean
/-- Truncating `e^{im(x - x₀)}` at `N` and evaluating at `x₀` gives one if `|m| ≤ N`, and zero
otherwise. -/
theorem truncCLM_mode (N : ℕ) (x₀ : ℝ) (m : ℤ) :
    truncCLM N x₀ (mode x₀ m) = if m ∈ Icc (-(N : ℤ)) N then 1 else 0 := by
  have h : ∀ n : ℤ, coeff (fun x : ℝ => mode x₀ m (x : AddCircle (2 * π))) n * wave n x₀
      = if m = n then 1 else 0 := by
    intro n
    have h1 : coeff (fun x : ℝ => mode x₀ m (x : AddCircle (2 * π))) n
        = wave (-m) x₀ * coeff (wave m) n := by
      rw [← (funext (fourier_eq_wave m) :
        (fun x : ℝ => fourier m (x : AddCircle (2 * π))) = wave m)]
      exact (coeffCLM n).map_smul (wave (-m) x₀) (fourier m)
    rw [h1, coeff_wave]
    split_ifs with hmn
    · subst hmn
      rw [mul_one, ← wave_add, neg_add_cancel]
      simp [wave]
    · simp
  rw [truncCLM_apply]
  unfold partialSum
  simp_rw [h]
  rw [sum_ite_eq]
```

## (h) A bounded function with a large partial sum

For 0 ≤ r < 1 and any N, find a continuous g with

‖g‖ ≤ 2π and Σ_{k=1}^{N} rᵏ/k ≤ |S_N g(x₀)|.

**Solution.** With y = x − x₀, take

g = Σ_{k≥1} (rᵏ/k) (e^{i(N−k)y} − e^{i(N+k)y}).

The terms are at most 2rᵏ in norm, so the series converges uniformly and g is continuous. Factoring out e^{iNy} gives

g = −2i e^{iNy} Σ_{k≥1} rᵏ sin(ky)/k = −2i e^{iNy} Im[−log(1 − r e^{iy})].

The imaginary part of a logarithm is an argument, at most π in modulus, hence ‖g‖ ≤ 2π.

T_N is continuous, so it acts term by term. By (g) it removes every mode N+k and keeps N−k exactly when k ≤ 2N:

S_N g(x₀) = Σ_{k=1}^{2N} rᵏ/k ≥ Σ_{k=1}^{N} rᵏ/k.

In Lean the series starts at k = 0, where the two modes cancel. `hterm` is the factorisation, `e` identifies the logarithm, and `hT` applies the cutoff.

```lean
/-- For `0 ≤ r < 1` some continuous function on the circle is bounded by `2π`, while its partial sum
over `|n| ≤ N` at `x₀` has modulus at least `r + r²/2 + … + r^N/N`. -/
theorem exists_large_partialSum (N : ℕ) (x₀ r : ℝ) (hr0 : 0 ≤ r) (hr1 : r < 1) :
    ∃ g : C(AddCircle (2 * π), ℂ), ‖g‖ ≤ 2 * π ∧
      ∑ k ∈ range N, r ^ (k + 1) / ((k : ℝ) + 1) ≤ ‖truncCLM N x₀ g‖ := by
  obtain ⟨a, ha⟩ : ∃ a : ℕ → C(AddCircle (2 * π), ℂ), ∀ k, a k =
      ((r ^ k / k : ℝ) : ℂ) • (mode x₀ (N - k) - mode x₀ (N + k)) := ⟨_, fun _ => rfl⟩
  have hpos : ∀ k : ℕ, 0 ≤ r ^ k / k := fun k => by positivity
  have hm : ∀ m, ‖mode x₀ m‖ = 1 := fun m => by
    rw [mode, norm_smul, norm_wave, fourier_norm, one_mul]
  have hsum : Summable a := by
    refine Summable.of_norm_bounded (g := fun k => r ^ k * 2)
      ((summable_geometric_of_lt_one hr0 hr1).mul_right 2) fun k => ?_
    rw [ha, norm_smul, Complex.norm_real, Real.norm_of_nonneg (hpos k)]
    refine mul_le_mul ?_ ((norm_sub_le _ _).trans (by rw [hm, hm]; norm_num))
      (norm_nonneg _) (pow_nonneg hr0 k)
    rcases Nat.eq_zero_or_pos k with rfl | hk
    · simp
    · exact div_le_self (pow_nonneg hr0 k) (by exact_mod_cast hk)
  obtain ⟨g, hg⟩ := hsum
  refine ⟨g, (ContinuousMap.norm_le _ (by positivity)).2 fun q => ?_, ?_⟩
  · -- pointwise, the series is a factor of modulus 2 times the imaginary part of a logarithm
    obtain ⟨x, rfl⟩ := QuotientAddGroup.mk_surjective q
    obtain ⟨y, hy⟩ : ∃ y, y = x - x₀ := ⟨_, rfl⟩
    have hmode : ∀ m : ℤ, mode x₀ m (x : AddCircle (2 * π)) = wave m y := by
      intro m
      change wave (-m) x₀ * fourier m (x : AddCircle (2 * π)) = _
      rw [fourier_eq_wave, hy]
      unfold wave
      rw [← Complex.exp_add]
      congr 1
      push_cast
      ring
    have hterm : ∀ k : ℕ, a k (x : AddCircle (2 * π)) = wave N y * (-2 * Complex.I) *
        (((((r : ℂ) * wave 1 y) ^ k / (k : ℂ)).im : ℝ) : ℂ) := by
      intro k
      have hp : wave 1 y ^ k = wave k y := by
        unfold wave
        rw [← Complex.exp_nat_mul]
        congr 1
        push_cast
        ring
      have hz : ((r : ℂ) * wave 1 y) ^ k / (k : ℂ) = ((r ^ k / k : ℝ) : ℂ) * wave k y := by
        rw [mul_pow, hp]
        push_cast
        ring
      have hc : wave (-k) y = starRingEnd ℂ (wave k y) := by
        unfold wave
        rw [← Complex.exp_conj]
        congr 1
        simp
      have hs := Complex.sub_conj (wave k y)
      rw [← hc] at hs
      rw [ha, hz, Complex.im_ofReal_mul]
      change ((r ^ k / k : ℝ) : ℂ) * (mode x₀ (N - k) (x : AddCircle (2 * π))
        - mode x₀ (N + k) (x : AddCircle (2 * π))) = _
      rw [hmode, hmode, sub_eq_add_neg (N : ℤ) k, wave_add, wave_add]
      push_cast at hs ⊢
      linear_combination (-((r : ℂ) ^ k / k) * wave N y) * hs
    have hz : ‖(r : ℂ) * wave 1 y‖ < 1 := by
      rw [norm_mul, norm_wave, mul_one, Complex.norm_real, Real.norm_of_nonneg hr0]
      exact hr1
    have hp := ContinuousMap.hasSum_apply hg (x : AddCircle (2 * π))
    simp only [hterm] at hp
    have e : g (x : AddCircle (2 * π)) = wave N y * (-2 * Complex.I) *
        (((-Complex.log (1 - (r : ℂ) * wave 1 y)).im : ℝ) : ℂ) :=
      hp.unique ((Complex.ofRealCLM.hasSum (Complex.imCLM.hasSum
        (Complex.hasSum_taylorSeries_neg_log hz))).mul_left _)
    have h2 : ‖-2 * Complex.I‖ = 2 := by simp
    refine (congrArg norm e).trans_le ?_
    rw [norm_mul, norm_mul, norm_wave, h2, one_mul, Complex.norm_real, Real.norm_eq_abs,
      Complex.neg_im, Complex.log_im, abs_neg]
    exact mul_le_mul_of_nonneg_left (Complex.abs_arg_le_pi _) (by norm_num)
  · -- the cutoff removes the compensating modes `N + k`
    have hT : ∀ k : ℕ, truncCLM N x₀ (a k)
        = ((if k ≤ 2 * N then r ^ k / k else 0 : ℝ) : ℂ) := by
      intro k
      rcases eq_or_ne k 0 with rfl | hk
      · simp [ha]
      · have h1 : ((N : ℤ) - k ∈ Icc (-(N : ℤ)) N) ↔ k ≤ 2 * N := by
          rw [mem_Icc]
          omega
        have h2 : ¬ ((N : ℤ) + k ∈ Icc (-(N : ℤ)) N) := by
          rw [mem_Icc]
          omega
        rw [ha, map_smul, map_sub, truncCLM_mode, truncCLM_mode, if_neg h2]
        simp only [h1]
        split_ifs <;> simp
    have hre := Complex.reCLM.hasSum ((truncCLM N x₀).hasSum hg)
    simp only [hT, Complex.reCLM_apply, Complex.ofReal_re] at hre
    have hle := sum_le_hasSum (range (N + 1))
      (fun k _ => by split_ifs; exacts [hpos k, le_rfl]) hre
    refine le_trans (le_of_eq ?_) (hle.trans (Complex.re_le_norm _))
    rw [sum_range_succ']
    have h0 : (if 0 ≤ 2 * N then r ^ 0 / ((0 : ℕ) : ℝ) else 0) = 0 := by simp
    rw [h0, add_zero]
    refine sum_congr rfl fun k hk => ?_
    have hk' := mem_range.1 hk
    rw [if_pos (by omega)]
    push_cast
    rfl
```

## (i) Unbounded partial sums

Show that for every x₀ some continuous 2π-periodic f satisfies

sup_N |S_N f(x₀)| = ∞.

**Solution.** Suppose not. Then for each g on the circle the numbers T_N g are bounded in N. The uniform boundedness principle (`banach_steinhaus`) gives one C with ‖T_N‖ ≤ C for all N. By (h),

Σ_{k=1}^{N} rᵏ/k ≤ 2πC for 0 < r < 1.

Letting r → 1 in this finite sum (`le_of_tendsto`) gives 1 + 1/2 + … + 1/N ≤ 2πC for all N, which contradicts the divergence of the harmonic series.

Lean states unboundedness as: for every real `C` there is an `N` with `C < ‖partialSum f N x₀‖`. The function may depend on x₀, and the argument gives no formula for it.

```lean
/-- For every point `x₀` there is a continuous `2π`-periodic function whose symmetric
Fourier partial sums at `x₀` are unbounded. -/
theorem exists_continuous_unbounded_partialSum (x₀ : ℝ) :
    ∃ f : ℝ → ℂ, Continuous f ∧ Function.Periodic f (2 * π) ∧
      ∀ C : ℝ, ∃ N : ℕ, C < ‖partialSum f N x₀‖ := by
  by_contra hcon
  have hb : ∀ g : C(AddCircle (2 * π), ℂ), ∃ C, ∀ N : ℕ, ‖truncCLM N x₀ g‖ ≤ C := by
    intro g
    by_contra hg
    push Not at hg
    refine hcon ⟨fun x => g (x : AddCircle (2 * π)), continuous_lift g, fun x => ?_, fun C => ?_⟩
    · change g _ = g _
      rw [AddCircle.coe_add_period]
    · obtain ⟨N, hN⟩ := hg C
      rw [truncCLM_apply] at hN
      exact ⟨N, hN⟩
  -- uniform boundedness would bound the harmonic sums
  obtain ⟨C, hC⟩ := banach_steinhaus hb
  obtain ⟨N, hN⟩ := (Real.tendsto_sum_range_one_div_nat_succ_atTop.eventually_gt_atTop
    (C * (2 * π))).exists
  have hc : Continuous fun r : ℝ => ∑ k ∈ range N, r ^ (k + 1) / ((k : ℝ) + 1) := by fun_prop
  have ht : Tendsto (fun r : ℝ => ∑ k ∈ range N, r ^ (k + 1) / ((k : ℝ) + 1)) (𝓝[<] 1)
      (𝓝 (∑ k ∈ range N, 1 / ((k : ℝ) + 1))) := by
    have h := (hc.tendsto 1).mono_left (nhdsWithin_le_nhds (s := Set.Iio 1))
    simp only [one_pow] at h
    exact h
  refine absurd (le_of_tendsto ht ?_) (not_le_of_gt hN)
  filter_upwards [Ioo_mem_nhdsLT (zero_lt_one' ℝ)] with r hr
  obtain ⟨g, hg, hlarge⟩ := exists_large_partialSum N x₀ r hr.1.le hr.2
  exact hlarge.trans (((truncCLM N x₀).le_opNorm g).trans
    (mul_le_mul (hC N) hg (norm_nonneg _) ((norm_nonneg _).trans (hC N))))
```

## (j) No limit at the chosen point

Show that for every x₀ some continuous 2π-periodic f has

no L ∈ ℂ with S_N f(x₀) → L as N → ∞.

**Solution.** Take f from (i). A convergent sequence is bounded, and this one is not. In Lean, `Tendsto … atTop (𝓝 L)` expresses the convergence, and `bddAbove_range` supplies the bound to be contradicted.

```lean
/-- For every point `x₀` there is a continuous `2π`-periodic function whose symmetric
Fourier partial sums at `x₀` have no limit. -/
theorem exists_continuous_not_convergent (x₀ : ℝ) :
    ∃ f : ℝ → ℂ, Continuous f ∧ Function.Periodic f (2 * π) ∧
      ¬ ∃ L : ℂ, Tendsto (fun N : ℕ => partialSum f N x₀) atTop (𝓝 L) := by
  obtain ⟨f, hf, hp, hu⟩ := exists_continuous_unbounded_partialSum x₀
  refine ⟨f, hf, hp, ?_⟩
  rintro ⟨L, hL⟩
  obtain ⟨C, hC⟩ := hL.norm.bddAbove_range
  obtain ⟨N, hN⟩ := hu C
  exact absurd (hC ⟨N, rfl⟩) (not_le_of_gt hN)

end

end DivergentFourierSeries
```

```lean
#print axioms DivergentFourierSeries.exists_continuous_unbounded_partialSum
#print axioms DivergentFourierSeries.exists_continuous_not_convergent
```

```
'DivergentFourierSeries.exists_continuous_unbounded_partialSum' depends on axioms: [propext, Classical.choice, Quot.sound]
'DivergentFourierSeries.exists_continuous_not_convergent' depends on axioms: [propext, Classical.choice, Quot.sound]
```
